# The exponential of a multiple of a finite diagonal Hamiltonian is diagonal, with one exponential per level

Take a system with finitely many levels, real energies E_j, and a Hamiltonian H written as a diagonal matrix in its energy basis. The theorem `exp_smul_hamiltonian` says that for every complex number z, the matrix exponential of zH is diagonal, with entries exp(zE_j). Setting z = −it/ħ gives the time-evolution operator, in which each level only acquires a phase. The attempt first shows that zH is itself diagonal, then uses `Matrix.exp_diagonal` to move the exponential onto the function listing the diagonal entries, and finally compares the two sides level by level.

As first written in Lean, the proof fails:

```lean
import Mathlib

open Matrix

namespace PumpedLadderResponse

noncomputable section

variable {n : Type*} [Fintype n] [DecidableEq n]

/-- The Hamiltonian with level energies `E`, written in its energy basis. -/
def hamiltonian (E : n → ℝ) : Matrix n n ℂ := diagonal fun j => (E j : ℂ)

/-- The propagator of a diagonal Hamiltonian is diagonal, with one exponential per level. -/
theorem exp_smul_hamiltonian (E : n → ℝ) (z : ℂ) :
    NormedSpace.exp (z • hamiltonian E) = diagonal fun j => Complex.exp (z * E j) := by
  have h : z • hamiltonian E = diagonal (fun j => z * (E j : ℂ)) := by
    ext i j
    by_cases hij : i = j <;> simp [hamiltonian, diagonal_apply, hij]
  rw [h, Matrix.exp_diagonal]
  congr 1
  funext j
  rw [Pi.exp_apply, Complex.exp_eq_exp_ℂ]

end

end PumpedLadderResponse
```

Messages:

```
Main.lean:23:6: error(lean.unknownIdentifier): Unknown identifier `Pi.exp_apply`
Main.lean:16:85: error: unsolved goals
n : Type u_1
inst✝¹ : Fintype n
inst✝ : DecidableEq n
E : n → ℝ
z : ℂ
h : z • hamiltonian E = diagonal fun j => z * ↑(E j)
j : n
⊢ NormedSpace.exp (fun j => z * ↑(E j)) j = Complex.exp (z * ↑(E j))
Main.lean:19:48: warning: This simp argument is unused:
  diagonal_apply

Hint: Omit it from the simp argument list.
  [apply] simp [hamiltonian, hij]

Note: This linter can be disabled with `set_option linter.unusedSimpArgs false`
```

Fix (accepted with no message):

```diff
@@ -17,9 +17,11 @@
   have h : z • hamiltonian E = diagonal (fun j => z * (E j : ℂ)) := by
     ext i j
-    by_cases hij : i = j <;> simp [hamiltonian, diagonal_apply, hij]
+    by_cases hij : i = j <;> simp [hamiltonian, hij]
   rw [h, Matrix.exp_diagonal]
   congr 1
   funext j
-  rw [Pi.exp_apply, Complex.exp_eq_exp_ℂ]
+  rw [Complex.exp_eq_exp_ℂ]
+  -- evaluation at one level is a continuous ring homomorphism
+  exact NormedSpace.map_exp (Pi.evalRingHom (fun _ : n => ℂ) j) (continuous_apply j) _
 
 end
```

The first error says that Lean knows no lemma called `Pi.exp_apply` here. That name was meant to supply the last step: exponentiating a function and then evaluating it at `j` gives the exponential of its value at `j`. Without it the `rw` fails, and the second error shows the goal left unproved, which is this very step.

The repair keeps the rewrite with `Complex.exp_eq_exp_ℂ`, which turns the `Complex.exp` on the right into `NormedSpace.exp`, so that both sides use the same exponential. It then applies `NormedSpace.map_exp`, which says that a continuous ring homomorphism commutes with the exponential. The homomorphism is evaluation at `j`, given by `Pi.evalRingHom`, and `continuous_apply j` proves it continuous. This gives the missing equality.

Removing `diagonal_apply` from the `simp` call is mere tidying: it answers the warning that the argument was unused and has no part in curing the errors.
